# With a linearly interpolated even potential, the lowest level on a ring grid is least at grid points and greatest midway

To measure the egg-box error of a real-space calculation, one moves an atom across one grid spacing and records the spurious change in energy. For one particle on a finite ring, with an even potential interpolated linearly between grid values, two positions give the full ripple: the atom on a grid point and the atom midway.

## The displaced atom on a ring

The sites are $j\in\mathbb Z/N$ with $N\ge1$, written `ZMod N`, so $j-1$ wraps around. The kinetic matrix is $T_{ij}=t(i-j)$, with $t$ real and units and prefactors absorbed. The real potential $W_j$ is centred on site 0, and $W_{j-1}$ is the same potential moved by one site. For a displacement of $s$ grid spacings,

$$H(s)=T+\mathrm{diag}\big((1-s)W_j+sW_{j-1}\big).$$

Its lowest eigenvalue is $E(s)$, `eggBoxEnergy` in Lean. Evenness, $t(-k)=t(k)$ and $W_{-j}=W_j$, enters as the hypotheses `ht` and `hW`.

This is a simplified model: one particle in one dimension, with no interaction between electrons. Moreover, a smooth potential resampled at a fractional displacement generally differs from this linear mixture, so the positions of the extrema found here need not carry over to a real-space calculation for an atom.

```lean
import Mathlib

open Matrix

namespace EggBoxRing

noncomputable section
```

The lowest eigenvalue is defined as an infimum; part (b) shows that it is attained.

```lean
/-- The lowest eigenvalue of a real matrix, as the infimum of its set of real eigenvalues;
it is meant for symmetric matrices on a nonempty finite index set. -/
def lowestEigenvalue {n : Type*} [Fintype n] (H : Matrix n n ℝ) : ℝ :=
  sInf {E | ∃ x : n → ℝ, x ≠ 0 ∧ H *ᵥ x = E • x}

/-- The grid Hamiltonian on a ring of `N` points: a circulant kinetic matrix with entries
`t (i - j)`, plus the linear interpolation between `W` and its one-site shift. -/
def gridHamiltonian {N : ℕ} (t W : ZMod N → ℝ) (s : ℝ) : Matrix (ZMod N) (ZMod N) ℝ :=
  circulant t + diagonal (fun j => (1 - s) * W j + s * W (j - 1))

/-- The egg-box curve: the lowest eigenvalue of the grid Hamiltonian when the potential is
displaced by the fraction `s` of a grid spacing. -/
def eggBoxEnergy {N : ℕ} [NeZero N] (t W : ZMod N → ℝ) (s : ℝ) : ℝ :=
  lowestEigenvalue (gridHamiltonian t W s)
```

Below, $\langle x,y\rangle=\sum_j x_jy_j$, written `⬝ᵥ`, and `*ᵥ` applies a matrix to a vector.

## (a) Attaining a lower bound

Let $H$ be real symmetric, with $E\langle y,y\rangle\le\langle y,Hy\rangle$ for all $y$. Show that equality at $y=x$ implies
$$Hx=Ex.$$

**Solution.** Put $r=Hx-Ex$, $R=\langle r,r\rangle$ and $b=\langle r,Hr\rangle-ER\ge0$. Inserting $y=x+cr$ and subtracting the equality at $x$ gives $0\le2cR+c^2b$, which is `key` in Lean. At $c=-R/(b+1)$ the right side is $-R^2(b+2)/(b+1)^2$. Hence $R=0$ and $r=0$.

```lean
/-- If `E` bounds the energy of a symmetric matrix from below, in the sense `E⟨y,y⟩ ≤ ⟨y,Hy⟩`
for all `y`, then a vector that attains the bound satisfies `Hx = Ex`. -/
theorem eigenvector_of_minimal {n : Type*} [Fintype n] {H : Matrix n n ℝ} (hH : H.IsSymm)
    {E : ℝ} (hE : ∀ y : n → ℝ, E * (y ⬝ᵥ y) ≤ y ⬝ᵥ H *ᵥ y) {x : n → ℝ}
    (hx : x ⬝ᵥ H *ᵥ x = E * (x ⬝ᵥ x)) : H *ᵥ x = E • x := by
  obtain ⟨r, hr⟩ : ∃ r, r = H *ᵥ x - E • x := ⟨_, rfl⟩
  have ha : r ⬝ᵥ r = r ⬝ᵥ H *ᵥ x - E * (r ⬝ᵥ x) := by
    calc r ⬝ᵥ r = r ⬝ᵥ (H *ᵥ x - E • x) := by rw [← hr]
      _ = _ := by rw [dotProduct_sub, dotProduct_smul, smul_eq_mul]
  have hsym : x ⬝ᵥ H *ᵥ r = r ⬝ᵥ H *ᵥ x := by
    rw [Matrix.dotProduct_mulVec, ← Matrix.mulVec_transpose, hH.eq, dotProduct_comm]
  -- vary the vector along the residual `r`
  have key : ∀ c : ℝ, 0 ≤ 2 * c * (r ⬝ᵥ r) + c ^ 2 * (r ⬝ᵥ H *ᵥ r - E * (r ⬝ᵥ r)) := by
    intro c
    have h := hE (x + c • r)
    simp only [Matrix.mulVec_add, Matrix.mulVec_smul, add_dotProduct, dotProduct_add,
      smul_dotProduct, dotProduct_smul, smul_eq_mul] at h
    rw [hsym, dotProduct_comm x r] at h
    linear_combination h + hx - 2 * c * ha
  have hb := hE r
  obtain ⟨b, hbdef⟩ : ∃ b, b = r ⬝ᵥ H *ᵥ r - E * (r ⬝ᵥ r) := ⟨_, rfl⟩
  have hb0 : 0 ≤ b := by linarith
  have h := key (-(r ⬝ᵥ r) / (b + 1))
  rw [← hbdef] at h
  have h2 : 2 * (-(r ⬝ᵥ r) / (b + 1)) * (r ⬝ᵥ r) + (-(r ⬝ᵥ r) / (b + 1)) ^ 2 * b
      = -((r ⬝ᵥ r) ^ 2 * (b + 2)) / (b + 1) ^ 2 := by
    have : b + 1 ≠ 0 := by positivity
    field_simp
    ring
  rw [h2, le_div_iff₀ (by positivity), zero_mul] at h
  have h3 : r ⬝ᵥ r = 0 := by
    have : (r ⬝ᵥ r) ^ 2 = 0 := by nlinarith [sq_nonneg (r ⬝ᵥ r)]
    exact pow_eq_zero_iff (two_ne_zero) |>.1 this
  have h4 : r = 0 := dotProduct_self_eq_zero.1 h3
  exact sub_eq_zero.1 (hr.symm.trans h4)
```

## (b) The variational principle

For real symmetric $H$ on a nonempty finite index set, let $\lambda$ be the infimum of its eigenvalues. Show that $\lambda$ has a unit eigenvector, is no greater than any eigenvalue, and satisfies
$$\lambda\langle y,y\rangle\le\langle y,Hy\rangle\quad\text{for all }y.$$

**Solution.** The unit sphere is compact, so the continuous function $\langle x,Hx\rangle$ has a minimum $m$ there, at some $x$. Normalising any $y\ne0$ gives $m\langle y,y\rangle\le\langle y,Hy\rangle$; $y=0$ is trivial. By (a), $Hx=mx$. If $Hy=ey$ with $y\ne0$, the bound gives $m\le e$. Thus $m$ is the least eigenvalue and equals $\lambda$, which is the step `IsLeast.csInf_eq`.

```lean
/-- For a real symmetric matrix `H` on a nonempty finite index set, the lowest eigenvalue `λ` is
attained by a unit eigenvector, satisfies `λ⟨y,y⟩ ≤ ⟨y,Hy⟩` for every vector `y`, and is no greater
than any eigenvalue. -/
theorem lowestEigenvalue_spec {n : Type*} [Fintype n] [Nonempty n] {H : Matrix n n ℝ}
    (hH : H.IsSymm) :
    (∃ x : n → ℝ, x ⬝ᵥ x = 1 ∧ H *ᵥ x = lowestEigenvalue H • x) ∧
    (∀ y : n → ℝ, lowestEigenvalue H * (y ⬝ᵥ y) ≤ y ⬝ᵥ H *ᵥ y) ∧
    (∀ (e : ℝ) (y : n → ℝ), y ≠ 0 → H *ᵥ y = e • y → lowestEigenvalue H ≤ e) := by
  classical
  have hpos : ∀ y : n → ℝ, y ≠ 0 → 0 < y ⬝ᵥ y := fun y hy =>
    lt_of_le_of_ne (Finset.sum_nonneg fun i _ => mul_self_nonneg (y i))
      fun h => hy (dotProduct_self_eq_zero.1 h.symm)
  have hc : Continuous fun x : n → ℝ => x ⬝ᵥ H *ᵥ x := by
    simp only [Matrix.mulVec, dotProduct]
    fun_prop
  have hn : Continuous fun x : n → ℝ => x ⬝ᵥ x := by
    simp only [dotProduct]
    fun_prop
  -- the unit sphere is compact, so the energy has a minimiser on it
  have hS : IsCompact {x : n → ℝ | x ⬝ᵥ x = 1} := by
    refine Metric.isCompact_of_isClosed_isBounded (isClosed_eq hn continuous_const)
      (Metric.isBounded_closedBall (x := (0 : n → ℝ)) (r := 1) |>.subset ?_)
    intro x hx
    rw [mem_closedBall_zero_iff, pi_norm_le_iff_of_nonneg zero_le_one]
    intro i
    have h1 : x i * x i ≤ x ⬝ᵥ x :=
      Finset.single_le_sum (f := fun i => x i * x i)
        (fun i _ => mul_self_nonneg (x i)) (Finset.mem_univ i)
    have h2 : x ⬝ᵥ x = 1 := hx
    rw [Real.norm_eq_abs]
    exact abs_le.2 ⟨by nlinarith, by nlinarith⟩
  have hne : {x : n → ℝ | x ⬝ᵥ x = 1}.Nonempty :=
    ⟨Pi.single (Classical.arbitrary n) 1, by simp⟩
  obtain ⟨x, hx, hmin⟩ := hS.exists_isMinOn hne hc.continuousOn
  have hx1 : x ⬝ᵥ x = 1 := hx
  have hbound : ∀ y : n → ℝ, (x ⬝ᵥ H *ᵥ x) * (y ⬝ᵥ y) ≤ y ⬝ᵥ H *ᵥ y := by
    intro y
    by_cases hy : y = 0
    · simp [hy]
    have hq := hpos y hy
    have hs : √(y ⬝ᵥ y) * √(y ⬝ᵥ y) = y ⬝ᵥ y := Real.mul_self_sqrt hq.le
    have hcc : (√(y ⬝ᵥ y))⁻¹ * (√(y ⬝ᵥ y))⁻¹ = (y ⬝ᵥ y)⁻¹ := by rw [← mul_inv, hs]
    have hz : ((√(y ⬝ᵥ y))⁻¹ • y) ⬝ᵥ ((√(y ⬝ᵥ y))⁻¹ • y) = 1 := by
      rw [smul_dotProduct, dotProduct_smul, smul_eq_mul, smul_eq_mul, ← mul_assoc, hcc,
        inv_mul_cancel₀ hq.ne']
    have h : x ⬝ᵥ H *ᵥ x ≤ ((√(y ⬝ᵥ y))⁻¹ • y) ⬝ᵥ H *ᵥ ((√(y ⬝ᵥ y))⁻¹ • y) := hmin hz
    rw [Matrix.mulVec_smul, smul_dotProduct, dotProduct_smul, smul_eq_mul, smul_eq_mul,
      ← mul_assoc, hcc, inv_mul_eq_div, le_div_iff₀ hq] at h
    exact h
  have heig := eigenvector_of_minimal hH hbound (x := x) (by rw [hx1, mul_one])
  have hlow : ∀ (e : ℝ) (y : n → ℝ), y ≠ 0 → H *ᵥ y = e • y → x ⬝ᵥ H *ᵥ x ≤ e := by
    intro e y hy he
    have h := hbound y
    rw [he, dotProduct_smul, smul_eq_mul] at h
    exact le_of_mul_le_mul_right h (hpos y hy)
  have hE : lowestEigenvalue H = x ⬝ᵥ H *ᵥ x :=
    IsLeast.csInf_eq ⟨⟨x, fun h => by simp [h] at hx1, heig⟩,
      fun e ⟨y, hy, he⟩ => hlow e y hy he⟩
  rw [hE]
  exact ⟨⟨x, hx1, heig⟩, hbound, hlow⟩
```

## (c) Action on a vector

Show that
$$(H(s)x)_j=(Tx)_j+\big[(1-s)W_j+sW_{j-1}\big]x_j.$$

**Solution.** A diagonal matrix multiplies each component by its own entry.

```lean
variable {N : ℕ} [NeZero N] {t W : ZMod N → ℝ}

/-- The grid Hamiltonian acts as the kinetic matrix plus multiplication by the interpolated
potential. -/
theorem gridHamiltonian_mulVec (s : ℝ) (x : ZMod N → ℝ) (j : ZMod N) :
    (gridHamiltonian t W s *ᵥ x) j
      = (circulant t *ᵥ x) j + ((1 - s) * W j + s * W (j - 1)) * x j := by
  rw [gridHamiltonian, Matrix.add_mulVec, Pi.add_apply, Matrix.mulVec_diagonal]
```

## (d) The energy of a fixed vector

Show that
$$\langle x,H(s)x\rangle=(1-s)\langle x,H(0)x\rangle+s\langle x,H(1)x\rangle.$$

**Solution.** Multiply (c) by $x_j$ and sum. The potentials at $s=0$ and $s=1$ are $W_j$ and $W_{j-1}$, and the kinetic terms have total weight $(1-s)+s=1$.

```lean
/-- The energy of a fixed vector interpolates linearly between its values at `s = 0` and
`s = 1`. -/
theorem energy_affine (s : ℝ) (x : ZMod N → ℝ) :
    x ⬝ᵥ gridHamiltonian t W s *ᵥ x = (1 - s) * (x ⬝ᵥ gridHamiltonian t W 0 *ᵥ x)
      + s * (x ⬝ᵥ gridHamiltonian t W 1 *ᵥ x) := by
  simp only [dotProduct, gridHamiltonian_mulVec]
  rw [Finset.mul_sum, Finset.mul_sum, ← Finset.sum_add_distrib]
  exact Finset.sum_congr rfl fun j _ => by ring
```

## (e) Symmetry of the matrix

For even $t$, show that
$$H(s)^{\mathsf T}=H(s).$$

**Solution.** $T_{ji}=t(j-i)=t(i-j)=T_{ij}$, and the potential is diagonal.

```lean
omit [NeZero N] in
/-- For an even kinetic function `t` the grid Hamiltonian is symmetric. -/
theorem gridHamiltonian_isSymm (ht : ∀ k, t (-k) = t k) (s : ℝ) :
    (gridHamiltonian t W s).IsSymm :=
  (Matrix.circulant_isSymm_iff.2 ht).add (Matrix.isSymm_diagonal _)
```

## (f) Reflection of the ring

For even $t$ and $W$, show that
$$H(s)_{1-i,\,1-j}=H(1-s)_{ij}.$$

**Solution.** The kinetic entry is $t(j-i)=t(i-j)$. On the diagonal, $(1-s)W_{1-i}+sW_{-i}=(1-s)W_{i-1}+sW_i$, the potential at displacement $1-s$. Distinct sites stay distinct, so no potential appears off the diagonal.

```lean
omit [NeZero N] in
/-- For even `t` and even `W`, the reflection `j ↦ 1 - j` of the ring turns the displacement `s`
into `1 - s`. -/
theorem gridHamiltonian_reflect (ht : ∀ k, t (-k) = t k) (hW : ∀ j, W (-j) = W j) (s : ℝ)
    (i j : ZMod N) :
    gridHamiltonian t W s (1 - i) (1 - j) = gridHamiltonian t W (1 - s) i j := by
  have h1 : t (1 - i - (1 - j)) = t (i - j) := by
    rw [← ht (i - j)]; congr 1; ring
  have h2 : W (1 - i) = W (i - 1) := by
    rw [← hW (i - 1)]; congr 1; ring
  have h3 : W (1 - i - 1) = W i := by
    rw [← hW i]; congr 1; ring
  simp only [gridHamiltonian, Matrix.add_apply, Matrix.circulant_apply, Matrix.diagonal_apply]
  rw [h1]
  rcases eq_or_ne i j with rfl | h
  · rw [if_pos rfl, if_pos rfl, h2, h3]
    ring
  · rw [if_neg h, if_neg fun e => h (sub_right_injective e)]
```

## (g) Mirrored displacements

Under the same hypotheses, show that
$$E(1-s)=E(s).$$

**Solution.** Let $x$ be a ground vector of $H(1-s)$ and $y_j=x_{1-j}$. Substituting $k=1-j$ (`Equiv.subLeft 1`) and using (f),
$$(H(s)y)_i=\sum_kH(1-s)_{1-i,k}x_k=E(1-s)y_i.$$
By (b), $E(s)\le E(1-s)$. Exchanging $s$ and $1-s$ gives the reverse.

```lean
/-- For even `t` and even `W` the egg-box curve is symmetric about the midpoint between two
grid points. -/
theorem eggBoxEnergy_symm (ht : ∀ k, t (-k) = t k) (hW : ∀ j, W (-j) = W j) (s : ℝ) :
    eggBoxEnergy t W (1 - s) = eggBoxEnergy t W s := by
  have key : ∀ s, eggBoxEnergy t W s ≤ eggBoxEnergy t W (1 - s) := by
    intro s
    obtain ⟨⟨x, hx1, hx⟩, -, -⟩ :=
      lowestEigenvalue_spec (gridHamiltonian_isSymm (W := W) ht (1 - s))
    -- the reflected ground vector is an eigenvector at the mirrored displacement
    refine (lowestEigenvalue_spec (gridHamiltonian_isSymm (W := W) ht s)).2.2 _
      (fun j => x (1 - j)) ?_ ?_
    · intro h
      have h0 : x = 0 := by
        ext j
        have := congrFun h (1 - j)
        simpa using this
      simp [h0] at hx1
    · ext i
      calc (gridHamiltonian t W s *ᵥ fun j => x (1 - j)) i
          = (gridHamiltonian t W (1 - s) *ᵥ x) (1 - i) :=
            Fintype.sum_equiv (Equiv.subLeft 1) _ _ fun j => by
              show gridHamiltonian t W s i j * x (1 - j)
                = gridHamiltonian t W (1 - s) (1 - i) (1 - j) * x (1 - j)
              rw [gridHamiltonian_reflect ht hW, sub_sub_cancel]
        _ = _ := congrFun hx (1 - i)
  refine le_antisymm ?_ (key s)
  have h := key (1 - s)
  rwa [sub_sub_cancel] at h
```

## (h) Concavity and extrema

For even $t$ and $W$, real $s,u$ and $0\le a\le1$, show that
$$E(as+(1-a)u)\ge aE(s)+(1-a)E(u).$$
Deduce that $E(s)\le E(1/2)$ for all $s$, and $E(0)=E(1)\le E(s)$ for $0\le s\le1$.

**Solution.** Let $x$ be a unit ground vector at $v=as+(1-a)u$. By (d) and (b),
$$E(v)=a\langle x,H(s)x\rangle+(1-a)\langle x,H(u)x\rangle\ge aE(s)+(1-a)E(u).$$
Taking $a=1/2$, $u=1-s$ and using (g) gives the maximum. Weights $1-s$ and $s$ on the endpoints 0 and 1 give the minima.

`Set.univ` means concavity on the whole real line; outside $[0,1]$ the potential is extrapolated.

```lean
/-- Egg-box theorem: for even `t` and even `W` the lowest eigenvalue is concave in the displacement,
symmetric about `1/2` and largest there, and on `[0, 1]` is smallest at the grid points. -/
theorem eggBox_extrema (ht : ∀ k, t (-k) = t k) (hW : ∀ j, W (-j) = W j) :
    ConcaveOn ℝ Set.univ (eggBoxEnergy t W) ∧
    (∀ s, eggBoxEnergy t W (1 - s) = eggBoxEnergy t W s) ∧
    (∀ s, eggBoxEnergy t W s ≤ eggBoxEnergy t W (1 / 2)) ∧
    (∀ s ∈ Set.Icc (0 : ℝ) 1, eggBoxEnergy t W 0 ≤ eggBoxEnergy t W s ∧
      eggBoxEnergy t W 1 ≤ eggBoxEnergy t W s) := by
  have hsymm := eggBoxEnergy_symm ht hW
  have hconc : ConcaveOn ℝ Set.univ (eggBoxEnergy t W) := by
    refine ⟨convex_univ, fun s _ u _ a b ha hb hab => ?_⟩
    obtain rfl : b = 1 - a := by linarith
    simp only [smul_eq_mul]
    -- test both Hamiltonians with the ground vector of the interpolated one
    obtain ⟨⟨x, hx1, hx⟩, -, -⟩ :=
      lowestEigenvalue_spec (gridHamiltonian_isSymm (W := W) ht (a * s + (1 - a) * u))
    have hv : x ⬝ᵥ gridHamiltonian t W (a * s + (1 - a) * u) *ᵥ x
        = eggBoxEnergy t W (a * s + (1 - a) * u) := by
      rw [hx, dotProduct_smul, hx1, smul_eq_mul, mul_one]
      rfl
    have hb' : ∀ v, eggBoxEnergy t W v ≤ (1 - v) * (x ⬝ᵥ gridHamiltonian t W 0 *ᵥ x)
        + v * (x ⬝ᵥ gridHamiltonian t W 1 *ᵥ x) := by
      intro v
      have h : eggBoxEnergy t W v * (x ⬝ᵥ x) ≤ x ⬝ᵥ gridHamiltonian t W v *ᵥ x :=
        (lowestEigenvalue_spec (gridHamiltonian_isSymm ht v)).2.1 x
      rwa [hx1, mul_one, energy_affine] at h
    rw [energy_affine] at hv
    have h1 := mul_le_mul_of_nonneg_left (hb' s) ha
    have h2 := mul_le_mul_of_nonneg_left (hb' u) hb
    linarith
  have h10 : eggBoxEnergy t W 1 = eggBoxEnergy t W 0 := by simpa using hsymm 0
  refine ⟨hconc, hsymm, fun s => ?_, fun s hs => ?_⟩
  · have h := hconc.2 (Set.mem_univ s) (Set.mem_univ (1 - s))
      (show (0 : ℝ) ≤ 1 / 2 by norm_num) (show (0 : ℝ) ≤ 1 / 2 by norm_num) (by norm_num)
    have e : (1 / 2 : ℝ) • s + (1 / 2 : ℝ) • (1 - s) = 1 / 2 := by
      simp only [smul_eq_mul]; ring
    rw [e, hsymm s] at h
    simp only [smul_eq_mul] at h
    linarith
  · have h := hconc.2 (Set.mem_univ 0) (Set.mem_univ 1)
      (sub_nonneg.2 hs.2) hs.1 (by ring)
    have e : (1 - s) • (0 : ℝ) + s • (1 : ℝ) = s := by
      simp only [smul_eq_mul]; ring
    rw [e, h10] at h
    simp only [smul_eq_mul] at h
    rw [h10]
    constructor <;> linarith
```

## (i) When the ripple vanishes

For even $t$ and $W$ and $0<s<1$, show that $E(s)=E(0)$ exactly when some ground vector $x\ne0$ of $H(0)$ satisfies
$$W_{j-1}x_j=W_jx_j\quad\text{for all }j.$$

**Solution.** Suppose $E(s)=E(0)$, and let $x$ be a unit ground vector of $H(s)$. By (d),
$$(1-s)\big[\langle x,H(0)x\rangle-E(0)\big]+s\big[\langle x,H(1)x\rangle-E(0)\big]=0.$$
Both brackets are nonnegative, since $E(1)=E(0)$, so both vanish. By (a), $x$ is a ground vector at both endpoints, and subtracting the eigenvalue equations gives the condition. Conversely, the condition gives $H(s)x=H(0)x=E(0)x$, so $E(s)\le E(0)$; (h) gives the reverse.

```lean
/-- For even `t` and `W` and a displacement strictly between 0 and 1, the energy equals its
grid-point value exactly when some ground vector at `s = 0` lives only on sites where `W` and its
shift agree. -/
theorem eggBox_flat_iff (ht : ∀ k, t (-k) = t k) (hW : ∀ j, W (-j) = W j) {s : ℝ}
    (h0 : 0 < s) (h1 : s < 1) :
    eggBoxEnergy t W s = eggBoxEnergy t W 0 ↔
      ∃ x : ZMod N → ℝ, x ≠ 0 ∧ gridHamiltonian t W 0 *ᵥ x = eggBoxEnergy t W 0 • x ∧
        ∀ j, W (j - 1) * x j = W j * x j := by
  have h10 : eggBoxEnergy t W 1 = eggBoxEnergy t W 0 := by
    simpa using eggBoxEnergy_symm ht hW 0
  constructor
  · intro hE
    obtain ⟨⟨x, hx1, hx⟩, -, -⟩ :=
      lowestEigenvalue_spec (gridHamiltonian_isSymm (W := W) ht s)
    have hv : x ⬝ᵥ gridHamiltonian t W s *ᵥ x = eggBoxEnergy t W s := by
      rw [hx, dotProduct_smul, hx1, smul_eq_mul, mul_one]
      rfl
    rw [energy_affine, hE] at hv
    have b0 : ∀ y : ZMod N → ℝ, eggBoxEnergy t W 0 * (y ⬝ᵥ y)
        ≤ y ⬝ᵥ gridHamiltonian t W 0 *ᵥ y :=
      (lowestEigenvalue_spec (gridHamiltonian_isSymm ht 0)).2.1
    have b1 : ∀ y : ZMod N → ℝ, eggBoxEnergy t W 1 * (y ⬝ᵥ y)
        ≤ y ⬝ᵥ gridHamiltonian t W 1 *ᵥ y :=
      (lowestEigenvalue_spec (gridHamiltonian_isSymm ht 1)).2.1
    rw [h10] at b1
    have c0 := b0 x
    have c1 := b1 x
    rw [hx1, mul_one] at c0 c1
    -- both endpoint energies are minimal, so `x` is a ground vector at both endpoints
    have a0 : x ⬝ᵥ gridHamiltonian t W 0 *ᵥ x = eggBoxEnergy t W 0 := by
      refine le_antisymm (le_of_not_gt fun h => ?_) c0
      nlinarith [mul_pos (sub_pos.2 h1) (sub_pos.2 h), mul_nonneg h0.le (sub_nonneg.2 c1)]
    have a1 : x ⬝ᵥ gridHamiltonian t W 1 *ᵥ x = eggBoxEnergy t W 0 := by
      refine le_antisymm (le_of_not_gt fun h => ?_) c1
      nlinarith [mul_pos h0 (sub_pos.2 h), mul_nonneg (sub_pos.2 h1).le (sub_nonneg.2 c0)]
    have e0 := eigenvector_of_minimal (gridHamiltonian_isSymm ht 0) b0 (x := x)
      (by rw [a0, hx1, mul_one])
    have e1 := eigenvector_of_minimal (gridHamiltonian_isSymm ht 1) b1 (x := x)
      (by rw [a1, hx1, mul_one])
    refine ⟨x, fun h => by simp [h] at hx1, e0, fun j => ?_⟩
    have f0 := congrFun e0 j
    have f1 := congrFun e1 j
    rw [gridHamiltonian_mulVec] at f0 f1
    linear_combination f1 - f0
  · rintro ⟨x, hx, he, hj⟩
    refine le_antisymm ?_ ((eggBox_extrema ht hW).2.2.2 s ⟨h0.le, h1.le⟩).1
    refine (lowestEigenvalue_spec (gridHamiltonian_isSymm ht s)).2.2 _ x hx ?_
    rw [← he]
    ext j
    rw [gridHamiltonian_mulVec, gridHamiltonian_mulVec]
    linear_combination s * hj j
```

## (j) A strict ripple

Keep $t$ and $W$ even. Suppose no ground vector of $H(0)$ has a zero entry (`hnode`) and $W_{j-1}\ne W_j$ for some $j$ (`hvar`). Show that
$$E(0)<E(s)\quad\text{for }0<s<1.$$

**Solution.** Equality would give the vector $x$ of (i). At the site where $W$ changes, $x_j\ne0$ can be cancelled, a contradiction.

Physically, `hnode` says that the particle can be found at every site. For the usual three-point kinetic stencil it follows from the Perron–Frobenius theorem; here it is assumed.

```lean
/-- For even `t` and `W`, if no ground vector at the grid point has a zero entry and `W` differs
between some two neighbouring sites, then every displacement strictly between 0 and 1 raises the
energy. -/
theorem eggBox_strict (ht : ∀ k, t (-k) = t k) (hW : ∀ j, W (-j) = W j)
    (hnode : ∀ x : ZMod N → ℝ, x ≠ 0 →
      gridHamiltonian t W 0 *ᵥ x = eggBoxEnergy t W 0 • x → ∀ j, x j ≠ 0)
    (hvar : ∃ j, W (j - 1) ≠ W j) {s : ℝ} (h0 : 0 < s) (h1 : s < 1) :
    eggBoxEnergy t W 0 < eggBoxEnergy t W s := by
  refine lt_of_le_of_ne ((eggBox_extrema ht hW).2.2.2 s ⟨h0.le, h1.le⟩).1 fun h => ?_
  obtain ⟨x, hx, he, hj⟩ := (eggBox_flat_iff ht hW h0 h1).1 h.symm
  obtain ⟨j, hne⟩ := hvar
  exact hne (mul_right_cancel₀ (hnode x hx he j) (hj j))

end

end EggBoxRing
```

```lean
#print axioms EggBoxRing.gridHamiltonian_mulVec
#print axioms EggBoxRing.eggBox_strict
```

```
'EggBoxRing.gridHamiltonian_mulVec' depends on axioms: [propext, Classical.choice, Quot.sound]
'EggBoxRing.eggBox_strict' depends on axioms: [propext, Classical.choice, Quot.sound]
```

## Two sites, and several filled orbitals

Take $N=2$, $t(0)=0$, $t(1)=-1$, $W_0=-3/4$ and $W_1=3/4$. With $q=\tfrac34(1-2s)$,
$$H(s)=\begin{pmatrix}-q&-1\\-1&q\end{pmatrix},\qquad E(s)=-\sqrt{1+q^2}.$$
So $E(0)=E(1)=-5/4$ and $E(1/2)=-1$: the ripple is $1/4$.

The same argument, not formalised here, applies to the sum of the $k$ lowest eigenvalues, $1\le k\le N$, which is the ground-state energy of $k$ non-interacting spinless fermions. It is the minimum over orthonormal $k$-tuples of a total energy affine in $s$, so it too is concave. By the reflection in (f), $H(s)$ and $H(1-s)$ have the same eigenvalues, so it is also symmetric about $s=1/2$.
